# A Prüfer angle that starts at zero meets each multiple of $\pi$ at most once and has $\lfloor\theta(R)/\pi\rfloor$ nodes in $(0,R]$

To test a norm-conserving pseudopotential one fixes an angular momentum $l$ and an energy $E$, integrates the radial equation outwards to a radius $R$ beyond the core, and compares the logarithmic derivative $u'(R)/u(R)$ of the radial function $u$ with its all-electron value. That number does not reveal how many nodes $u$ has inside $R$, and the pseudo and all-electron radial functions can differ in their number of nodes, since the construction of a pseudopotential commonly removes nodes that the all-electron function has in the core. If $u$ is written as an amplitude times $\sin\theta$, with a continuous angle $\theta$ such that $u'/u=\cot\theta$, the logarithmic derivative fixes $\theta(R)$ modulo $\pi$, and, when the branch is chosen so that $\theta$ starts at zero at the origin (or in $[0,\pi)$ at a small starting radius), the node number can be read from the integer part of $\theta(R)/\pi$. The theorems below justify this reading for a one-particle radial equation, under the assumption that a differentiable angle obeying the Prüfer equation on the whole closed interval is given.

```lean
import Mathlib

open Real Set Filter Topology

namespace PruferNodes
```

## From the radial equation to an equation for the angle

Let $x$ be the radius. In Hartree atomic units, for a local potential $V$ in the channel $l$, the radial equation is

$$u''(x)=-q(x)\,u(x),\qquad q(x)=2\bigl(E-V(x)\bigr)-\frac{l(l+1)}{x^2}.$$

The function $q$ is the square of the local wave number. It is positive where the motion is classically allowed and negative where it is forbidden. Introduce polar coordinates in the plane of $(u',u)$, with amplitude $\rho$ and angle $\theta$:

$$u=\rho\sin\theta,\qquad u'=\rho\cos\theta .$$

Putting $u$ and $u'$ on the same footing fixes a unit of length, here the bohr. Differentiating the first relation and using the second, then differentiating the second and using the radial equation, gives

$$\rho'\sin\theta+\rho\,\theta'\cos\theta=\rho\cos\theta,\qquad \rho'\cos\theta-\rho\,\theta'\sin\theta=-q\,\rho\sin\theta .$$

Multiply the first by $\cos\theta$, the second by $\sin\theta$, subtract, and divide by $\rho\neq0$. Then multiply the first by $\sin\theta$, the second by $\cos\theta$, and add. The results are

$$\theta'=\cos^2\theta+q\sin^2\theta,\qquad \rho'=(1-q)\,\rho\sin\theta\cos\theta .$$

The angle equation does not contain $\rho$, and it is taken as the definition of the object under study. `IsPruferAngle q θ a b` says that at every point $x$ of the closed interval $[a,b]$, written `Icc a b`, the function $\theta$ has the derivative $\cos^2\theta(x)+q(x)\sin^2\theta(x)$. The derivative is taken within the interval, so it is one-sided at $a$ and at $b$, and values of $\theta$ outside $[a,b]$ play no part. The function `q : ℝ → ℝ` carries no hypothesis at all: no continuity, no bound, no sign.

```lean
/-- `θ` is differentiable on `[a, b]` and obeys the Prüfer equation
`θ' = cos² θ + q sin² θ` there. -/
def IsPruferAngle (q θ : ℝ → ℝ) (a b : ℝ) : Prop :=
  ∀ x ∈ Icc a b,
    HasDerivWithinAt θ (cos (θ x) ^ 2 + q x * sin (θ x) ^ 2) (Icc a b) x
```

Where $\rho\neq0$, the zeros of $u$ are the zeros of $\sin\theta$. The set `nodes θ a b` collects the zeros of $\sin\theta$ in the half-open interval $(a,b]$, written `Ioc a b`. The starting point is left out, so the zero of a regular solution at the origin is not a node. The end point is included, so a zero at $R$, where the logarithmic derivative has a pole, is counted.

```lean
/-- The nodes: the points of `(a, b]` at which `sin θ` vanishes. -/
def nodes (θ : ℝ → ℝ) (a b : ℝ) : Set ℝ := {x | x ∈ Ioc a b ∧ sin (θ x) = 0}
```

The link to the radial equation is checked in the direction from $(\rho,\theta)$ to $u$. Suppose $\theta$ is a Prüfer angle and $\rho$ obeys the amplitude equation at a point $x$. With $s=\sin\theta(x)$ and $c=\cos\theta(x)$, the product and chain rules give

$$(\rho\sin\theta)'=(1-q)\rho s^2c+\rho c\,(c^2+qs^2)=\rho c\,(s^2+c^2)=\rho c,$$

$$(\rho\cos\theta)'=(1-q)\rho sc^2-\rho s\,(c^2+qs^2)=-q\rho s\,(c^2+s^2)=-q\,\rho s .$$

In `radial_equation` the two unsimplified expressions are `h1` and `h2`, and each `linear_combination` uses the identity $s^2+c^2=1$ multiplied by the common factor, $\rho c$ in the first case and $-q\rho s$ in the second. The opposite direction, which builds a differentiable $\theta$ from a given solution $u$, is not among the theorems, and neither is the statement that $\rho$ stays nonzero. The results that follow are therefore about $\theta$ and the zeros of $\sin\theta$.

```lean
variable {q θ : ℝ → ℝ} {a b : ℝ}

/-- If `θ` is a Prüfer angle and the amplitude obeys `ρ' = (1 - q) ρ sin θ cos θ`, then
`u = ρ sin θ` has derivative `ρ cos θ`, and `ρ cos θ` has derivative `-q u`. -/
theorem radial_equation (h : IsPruferAngle q θ a b) {ρ : ℝ → ℝ} {x : ℝ} (hx : x ∈ Icc a b)
    (hρ : HasDerivWithinAt ρ ((1 - q x) * ρ x * sin (θ x) * cos (θ x)) (Icc a b) x) :
    HasDerivWithinAt (fun t => ρ t * sin (θ t)) (ρ x * cos (θ x)) (Icc a b) x ∧
    HasDerivWithinAt (fun t => ρ t * cos (θ t)) (-q x * (ρ x * sin (θ x))) (Icc a b) x := by
  have h1 : HasDerivWithinAt (fun t => ρ t * sin (θ t))
      ((1 - q x) * ρ x * sin (θ x) * cos (θ x) * sin (θ x) +
        ρ x * (cos (θ x) * (cos (θ x) ^ 2 + q x * sin (θ x) ^ 2))) (Icc a b) x :=
    hρ.mul (h x hx).sin
  have h2 : HasDerivWithinAt (fun t => ρ t * cos (θ t))
      ((1 - q x) * ρ x * sin (θ x) * cos (θ x) * cos (θ x) +
        ρ x * (-sin (θ x) * (cos (θ x) ^ 2 + q x * sin (θ x) ^ 2))) (Icc a b) x :=
    hρ.mul (h x hx).cos
  constructor
  · refine h1.congr_deriv ?_
    linear_combination ρ x * cos (θ x) * sin_sq_add_cos_sq (θ x)
  · refine h2.congr_deriv ?_
    linear_combination -q x * ρ x * sin (θ x) * sin_sq_add_cos_sq (θ x)
```

## Unit slope at every zero of the sine

The angle need not increase: where $q$ is negative, $\theta'$ can be negative. At a point with $\sin\theta=0$, however, the term with $q$ vanishes and $\cos^2\theta=1$, so

$$\sin\theta(x)=0\ \Longrightarrow\ \theta'(x)=1 .$$

This holds whatever value $q(x)$ has, which is the reason the argument needs no condition on $q$. The proof of `slope_one_at_zero` substitutes `hs` into the derivative and into $\sin^2\theta+\cos^2\theta=1$.

```lean
/-- Wherever `sin θ` vanishes, the Prüfer angle has slope one, whatever `q` is. -/
theorem slope_one_at_zero (h : IsPruferAngle q θ a b) {x : ℝ} (hx : x ∈ Icc a b)
    (hs : sin (θ x) = 0) : HasDerivWithinAt θ 1 (Icc a b) x := by
  refine (h x hx).congr_deriv ?_
  have h1 := sin_sq_add_cos_sq (θ x)
  rw [hs] at h1 ⊢
  linear_combination h1
```

## A level $k\pi$, once reached, stays below the angle

Let $k$ be an integer and let $a\le x<y\le b$ with $\theta(x)\ge k\pi$. The claim is $\theta(y)>k\pi$, and it comes in two stages.

The first stage shows $\theta(z)\ge k\pi$ for all $z\in[x,b]$. Suppose $\theta(z)<k\pi$ for some such $z$, and let $t_0$ be the supremum of the points of $[x,z]$ at which $\theta\ge k\pi$. Since $\theta$ is differentiable it is continuous, so $\theta(t_0)\ge k\pi$ and $t_0<z$. On $(t_0,z]$ the angle is below $k\pi$, so continuity also gives $\theta(t_0)=k\pi$. The slope at $t_0$ is then $1$, which puts $\theta$ above $k\pi$ immediately to the right of $t_0$, a contradiction.

In Lean this stage is `hge`, and the supremum argument is supplied by the Mathlib comparison theorem `image_le_of_deriv_right_lt_deriv_boundary'`. It concerns two continuous functions `f` and `B` with right derivatives. If `f` starts at or below `B`, and the derivative of `f` is strictly smaller than that of `B` wherever the two functions touch, then `f` stays at or below `B`. Here `f` is the constant $k\pi$ with derivative $0$ and `B` is $\theta$. The first remaining goal turns the derivative within $[a,b]$ into a right derivative, and the second shows $0<\cos^2\theta+q\sin^2\theta$ at a touching point, where the right side equals $1$.

The second stage excludes equality at $y$. If $\theta(y)=k\pi$, then for every $t\in[x,y)$ the first stage gives $\theta(t)-\theta(y)\ge0$ while $t-y<0$, so

$$\frac{\theta(t)-\theta(y)}{t-y}\le0 .$$

As $t\to y$ from the left this quotient tends to $\theta'(y)=1$, and a limit of non-positive numbers is non-positive, so $1\le0$. In the code `hd` is the left derivative $1$, `ht` restates it as the limit of the difference quotient, and `le_of_tendsto` passes the inequality to the limit. The `NeBot` line records that $y$ can be approached from within $[x,y)$, which needs $x<y$.

```lean
/-- Once the Prüfer angle has reached `k π`, it lies strictly above `k π` at every later
point of the interval. -/
theorem no_return (h : IsPruferAngle q θ a b) (k : ℤ) {x y : ℝ} (hax : a ≤ x) (hxy : x < y)
    (hyb : y ≤ b) (hk : k * π ≤ θ x) : k * π < θ y := by
  have hc : ContinuousOn θ (Icc a b) := fun t ht => (h t ht).continuousWithinAt
  -- the level `k π` can only be crossed upwards, so it is a barrier
  have hge : ∀ z ∈ Icc x b, k * π ≤ θ z := by
    intro z hz
    refine image_le_of_deriv_right_lt_deriv_boundary' (f := fun _ => (k : ℝ) * π)
      (f' := fun _ => 0) (B := θ) (B' := fun t => cos (θ t) ^ 2 + q t * sin (θ t) ^ 2)
      (a := x) (b := b) continuousOn_const
      (fun t _ => (hasDerivAt_const t _).hasDerivWithinAt) hk
      (hc.mono (Icc_subset_Icc_left hax)) ?_ ?_ hz
    · intro t ht
      have hat : a ≤ t := hax.trans ht.1
      exact (h t ⟨hat, ht.2.le⟩).mono_of_mem_nhdsWithin
        (mem_of_superset (Icc_mem_nhdsGE ht.2) (Icc_subset_Icc_left hat))
    · intro t _ he
      have he' : (k : ℝ) * π = θ t := he
      have hs : sin (θ t) = 0 := by
        rw [← he']
        exact sin_int_mul_pi k
      have h1 := sin_sq_add_cos_sq (θ t)
      show (0 : ℝ) < cos (θ t) ^ 2 + q t * sin (θ t) ^ 2
      rw [hs] at h1 ⊢
      nlinarith
  -- touching the level from above would give a left slope `≤ 0`, but the slope is one
  refine lt_of_le_of_ne (hge y ⟨hxy.le, hyb⟩) fun he => ?_
  have hs : sin (θ y) = 0 := by
    rw [← he]
    exact sin_int_mul_pi k
  have hd : HasDerivWithinAt θ 1 (Ico x y) y :=
    (slope_one_at_zero h ⟨hax.trans hxy.le, hyb⟩ hs).mono
      fun t ht => ⟨hax.trans ht.1, ht.2.le.trans hyb⟩
  have hy : y ∉ Ico x y := fun hy => lt_irrefl y hy.2
  have ht := (hasDerivWithinAt_iff_tendsto_slope' hy).1 hd
  have : NeBot (𝓝[Ico x y] y) := right_nhdsWithin_Ico_neBot hxy
  have hle : (1 : ℝ) ≤ 0 := by
    refine le_of_tendsto ht ?_
    filter_upwards [self_mem_nhdsWithin] with t htm
    have h1 := hge t ⟨htm.1, htm.2.le.trans hyb⟩
    have h2 : t < y := htm.2
    rw [slope_def_field]
    exact div_nonpos_of_nonneg_of_nonpos (by linarith) (by linarith)
  linarith
```

If $\theta(x)=\theta(y)=k\pi$ at two different points of $[a,b]$, take the earlier one as the starting point. Then `no_return` makes $\theta$ strictly larger than $k\pi$ at the later one, which is false. The theorem `meets_multiple_once` treats the cases $x<y$, $x=y$ and $x>y$ in turn.

```lean
/-- The Prüfer angle takes each value `k π` at most once on `[a, b]`. -/
theorem meets_multiple_once (h : IsPruferAngle q θ a b) (k : ℤ) {x y : ℝ}
    (hx : x ∈ Icc a b) (hy : y ∈ Icc a b) (ex : θ x = k * π) (ey : θ y = k * π) : x = y := by
  rcases lt_trichotomy x y with hlt | heq | hgt
  · have := no_return h k hx.1 hlt hy.2 ex.ge
    linarith
  · exact heq
  · have := no_return h k hy.1 hgt hx.2 ey.ge
    linarith
```

## Which multiples of $\pi$ the nodes realise

Let $a\le b$. The values of $\theta$ at the nodes are exactly the numbers $k\pi$ with

$$\theta(a)<k\pi\le\theta(b),\qquad\text{equivalently}\qquad \lfloor\theta(a)/\pi\rfloor<k\le\lfloor\theta(b)/\pi\rfloor .$$

The equivalence holds because, for a real number $w$ and an integer $k$, $\lfloor w\rfloor<k$ means $w<k$ and $k\le\lfloor w\rfloor$ means $k\le w$, and because $\pi>0$. This is the `rw` chain with `Int.floor_lt` and `Int.le_floor`.

For one inclusion, let $x\in(a,b]$ be a node, so $\theta(x)=k\pi$ for some integer $k$. If $k\pi\le\theta(a)$, then `no_return` from $a$ to $x$ gives $k\pi<\theta(x)$, against $\theta(x)=k\pi$; hence $\theta(a)<k\pi$. For the upper bound, either $x=b$ and $\theta(b)=k\pi$, or $x<b$ and `no_return` from $x$ to $b$ gives $k\pi<\theta(b)$. For the other inclusion, let $\theta(a)<k\pi\le\theta(b)$. The intermediate value theorem, in the half-open form `intermediate_value_Ioc`, gives a point $x\in(a,b]$ with $\theta(x)=k\pi$, and there $\sin\theta(x)=0$. In the statement, `θ '' nodes θ a b` is the image of the node set under $\theta$, and `Finset.Ioc` is the finite set of integers between the two integer parts.

```lean
/-- The values of the Prüfer angle at the nodes are exactly the multiples `k π` with
`⌊θ(a)/π⌋ < k ≤ ⌊θ(b)/π⌋`. -/
theorem image_nodes (h : IsPruferAngle q θ a b) (hab : a ≤ b) :
    θ '' nodes θ a b =
      (fun k : ℤ => (k : ℝ) * π) '' (Finset.Ioc ⌊θ a / π⌋ ⌊θ b / π⌋ : Finset ℤ) := by
  have hc : ContinuousOn θ (Icc a b) := fun t ht => (h t ht).continuousWithinAt
  ext v
  constructor
  · rintro ⟨x, ⟨hx, hs⟩, rfl⟩
    obtain ⟨k, hk⟩ := sin_eq_zero_iff.1 hs
    refine ⟨k, ?_, hk⟩
    rw [Finset.mem_coe, Finset.mem_Ioc, Int.floor_lt, Int.le_floor, div_lt_iff₀ pi_pos,
      le_div_iff₀ pi_pos]
    constructor
    · by_contra hn
      have := no_return h k le_rfl hx.1 hx.2 (not_lt.1 hn)
      linarith
    · rcases hx.2.eq_or_lt with he | hlt
      · rw [← he]
        exact hk.le
      · exact (no_return h k hx.1.le hlt le_rfl hk.le).le
  · rintro ⟨k, hk, rfl⟩
    rw [Finset.mem_coe, Finset.mem_Ioc, Int.floor_lt, Int.le_floor, div_lt_iff₀ pi_pos,
      le_div_iff₀ pi_pos] at hk
    -- intermediate value theorem
    obtain ⟨x, hx, e⟩ := intermediate_value_Ioc hab hc (show (k : ℝ) * π ∈ Ioc _ _ from hk)
    refine ⟨x, ⟨hx, ?_⟩, e⟩
    rw [e]
    exact sin_int_mul_pi k
```

## Counting the nodes for any starting angle

Two nodes with the same angle share a value $k\pi$ and so coincide. This is `hinj`: $\theta$ is injective on the node set. The map $k\mapsto k\pi$ is injective too, which is `hπ`. The nodes are therefore in one-to-one correspondence with the integers $k$ satisfying $m<k\le n$, where $m=\lfloor\theta(a)/\pi\rfloor$ and $n=\lfloor\theta(b)/\pi\rfloor$. There are $n-m$ such integers provided $m\le n$. That proviso is `hle`: from $m\pi\le\theta(a)$, `no_return` gives $m\pi<\theta(b)$ when $a<b$, so $m\le n$, and for $a=b$ the two integers are equal. With $N(a,b)$ the number of nodes in $(a,b]$,

$$N(a,b)=\lfloor\theta(b)/\pi\rfloor-\lfloor\theta(a)/\pi\rfloor .$$

The theorem `node_count` states finiteness of the node set separately from the count, because `ncard` returns $0$ for an infinite set and the count alone would leave that reading open.

```lean
/-- For any starting angle, there are finitely many nodes in `(a, b]` and their number is
`⌊θ(b)/π⌋ - ⌊θ(a)/π⌋`. -/
theorem node_count (h : IsPruferAngle q θ a b) (hab : a ≤ b) :
    (nodes θ a b).Finite ∧ ((nodes θ a b).ncard : ℤ) = ⌊θ b / π⌋ - ⌊θ a / π⌋ := by
  have hinj : InjOn θ (nodes θ a b) := by
    rintro x ⟨hx, hs⟩ y ⟨hy, -⟩ e
    obtain ⟨k, hk⟩ := sin_eq_zero_iff.1 hs
    exact meets_multiple_once h k ⟨hx.1.le, hx.2⟩ ⟨hy.1.le, hy.2⟩ hk.symm (e.symm.trans hk.symm)
  have hπ : Function.Injective (fun k : ℤ => (k : ℝ) * π) := by
    intro k l e
    have : (k : ℝ) = l := mul_right_cancel₀ pi_ne_zero e
    exact_mod_cast this
  -- the integer part of `θ / π` cannot decrease
  have hle : ⌊θ a / π⌋ ≤ ⌊θ b / π⌋ := by
    rcases hab.eq_or_lt with he | hlt
    · rw [he]
    · rw [Int.le_floor, le_div_iff₀ pi_pos]
      refine (no_return h _ le_rfl hlt le_rfl ?_).le
      exact (le_div_iff₀ pi_pos).1 (Int.floor_le _)
  have him := image_nodes h hab
  constructor
  · refine Set.Finite.of_finite_image ?_ hinj
    rw [him]
    exact (Finset.finite_toSet _).image _
  · have h1 : (θ '' nodes θ a b).ncard = (nodes θ a b).ncard := hinj.ncard_image
    rw [← h1, him, Set.ncard_image_of_injective _ hπ, Set.ncard_coe_finset, Int.card_Ioc]
    omega
```

## The count from the origin

Set $a=0$, $b=R\ge0$ and $\theta(0)=0$. The condition $\theta(0)=0$, the hypothesis `h0`, expresses that the radial function vanishes at the origin and selects one branch among the angles $k\pi$ that would say the same. Then $\lfloor\theta(0)/\pi\rfloor=0$, and `node_count_from_origin` reads as follows. For every integer $k$ the set of $x\in[0,R]$ with $\theta(x)=k\pi$ has at most one element (`Subsingleton`), the nodes in $(0,R]$ are finitely many, and their number is $\lfloor\theta(R)/\pi\rfloor$. For $R=0$ the interval $(0,0]$ is empty and both sides are $0$.

The hypothesis `h` includes the point $x=0$, where it demands slope $1$. An $s$-wave with $u'(0)\neq0$ has $\tan\theta=u/u'\approx x$ and fits. For $l>0$ the regular solution behaves as $x^{l+1}$, so $\tan\theta\approx x/(l+1)$ and the slope at the origin is $1/(l+1)$. Such channels fall under `node_count` instead, started at a small radius $a>0$ with $0\le\theta(a)<\pi$, which again yields $\lfloor\theta(R)/\pi\rfloor$, now for the nodes in $(a,R]$. Everything is at one fixed energy. How $\theta(R)$ moves with $E$, and hence Sturm's relation between node number and the number of bound states below $E$, needs a comparison of different functions $q$ that none of these theorems makes.

```lean
/-- For a Prüfer angle on `[0, R]` with `θ(0) = 0`, each `k π` is met at most once, and the
nodes in `(0, R]` are finitely many, `⌊θ(R)/π⌋` in number. -/
theorem node_count_from_origin {R : ℝ} (hR : 0 ≤ R) (h : IsPruferAngle q θ 0 R)
    (h0 : θ 0 = 0) :
    (∀ k : ℤ, {x ∈ Icc 0 R | θ x = k * π}.Subsingleton) ∧
      (nodes θ 0 R).Finite ∧ ((nodes θ 0 R).ncard : ℤ) = ⌊θ R / π⌋ := by
  obtain ⟨hf, hn⟩ := node_count h hR
  refine ⟨fun k x hx y hy => meets_multiple_once h k hx.1 hy.1 hx.2 hy.2, hf, ?_⟩
  rw [hn, h0]
  simp
```

## The free $s$-wave

For $V=0$, $l=0$ and $E=\tfrac12$ one has $q=1$, so $\theta'=\cos^2\theta+\sin^2\theta=1$ and $\rho'=0$. The angle $\theta(x)=x$ belongs to $u=\sin x$, whose zeros in $(0,R]$ lie at $\pi,2\pi,\dots$ The theorem `free_wave_witness` verifies the Prüfer equation for this angle and obtains the count $\lfloor R/\pi\rfloor$ from `node_count_from_origin`, so the definition is satisfied by an explicit function on every interval $[0,R]$.

```lean
/-- For `q = 1` the angle `θ(x) = x` solves the Prüfer equation on `[0, R]` and has
`⌊R/π⌋` nodes in `(0, R]`. -/
theorem free_wave_witness {R : ℝ} (hR : 0 ≤ R) :
    IsPruferAngle (fun _ => 1) (fun x => x) 0 R ∧
      ((nodes (fun x => x) 0 R).ncard : ℤ) = ⌊R / π⌋ := by
  have h : IsPruferAngle (fun _ => 1) (fun x => x) 0 R := by
    intro x _
    refine (hasDerivAt_id' x).hasDerivWithinAt.congr_deriv ?_
    show (1 : ℝ) = cos x ^ 2 + 1 * sin x ^ 2
    linear_combination (-1 : ℝ) * sin_sq_add_cos_sq x
  exact ⟨h, (node_count_from_origin hR h rfl).2.2⟩

end PruferNodes
```

```lean
#print axioms PruferNodes.radial_equation
#print axioms PruferNodes.meets_multiple_once
#print axioms PruferNodes.node_count_from_origin
```

```
'PruferNodes.radial_equation' depends on axioms: [propext, Classical.choice, Quot.sound]
'PruferNodes.meets_multiple_once' depends on axioms: [propext, Classical.choice, Quot.sound]
'PruferNodes.node_count_from_origin' depends on axioms: [propext, Classical.choice, Quot.sound]
```

## Two small cases in which the formula breaks

The following examples are worked in ordinary mathematics only and have no formal statement above. Without $\theta(0)=0$, take $q=1$ and $\theta(x)=x+\pi$ on $[0,1]$. This is a Prüfer angle, and $\sin\theta=-\sin x$ has no zero in $(0,1]$, while $\lfloor\theta(1)/\pi\rfloor=\lfloor(1+\pi)/\pi\rfloor=1$. The difference formula gives $1-1=0$, which is the right number.

If the Prüfer equation is allowed to fail at a single point, the difference formula itself can go wrong. Take $\theta(x)=\pi-x^2$ on $[-1,1]$. Here $\sin\theta=\sin(x^2)$ vanishes only at $x=0$, and for $x\neq0$ the choice

$$q(x)=\frac{-2x-\cos^2\theta(x)}{\sin^2\theta(x)}$$

makes the equation hold. This $q$ behaves as $-1/x^4$ near $x=0$ and the interval contains negative $x$, so the example is a mathematical one and not a physical radial problem. At $x=0$ the slope is $0$, whereas the equation demands $1$ there for every value of $q(0)$. The angle touches $\pi$ and turns back, so there is one node in $(-1,1]$, while $\theta(-1)=\theta(1)=\pi-1$ makes both integer parts $0$ and their difference $0$.
